# Mutually orthogonal subspaces spanning a finite-dimensional orbital space admit an adapted orthonormal basis

The orbital space here is the complex Euclidean space with one coordinate for each element of a finite index set `n`. Given a family of mutually orthogonal subspaces that together span this space, the theorem states that there is an orthonormal basis, indexed by `n`, each of whose vectors lies in one of the subspaces. No Hamiltonian enters, and the subspaces need not be eigenspaces. The proof takes an orthonormal basis of each subspace, collects these into one family, shows that the family is orthonormal and spans the space, and then renumbers it by `n`.

As first written in Lean, the proof fails:

```lean
import Mathlib

open Matrix

namespace ExistsAdaptedBasis

noncomputable section

variable {m n κ : Type*} [Fintype m] [Fintype n] [DecidableEq n]

omit [DecidableEq n] in
/-- Mutually orthogonal subspaces that together span the orbital space admit an orthonormal basis
each of whose vectors lies in one of them. -/
theorem exists_adapted_basis {ι : Type*} (E : ι → Submodule ℂ (EuclideanSpace ℂ n))
    (hO : OrthogonalFamily ℂ (fun i => E i) fun i => (E i).subtypeₗᵢ) (hsup : ⨆ i, E i = ⊤) :
    ∃ b : OrthonormalBasis n ℂ (EuclideanSpace ℂ n), ∀ j, ∃ i, b j ∈ E i := by
  have w : ∀ i, OrthonormalBasis (Fin (Module.finrank ℂ (E i))) ℂ (E i) :=
    fun i => stdOrthonormalBasis ℂ (E i)
  obtain ⟨b0, hon, hspan, hmem⟩ :
      ∃ b0 : (Σ i, Fin (Module.finrank ℂ (E i))) → EuclideanSpace ℂ n,
        Orthonormal ℂ b0 ∧ ⊤ ≤ Submodule.span ℂ (Set.range b0) ∧ ∀ a, b0 a ∈ E a.1 := by
    refine ⟨fun a => ((w a.1 a.2 : E a.1) : EuclideanSpace ℂ n),
      hO.orthonormal_sigma_orthonormal (fun i => (w i).orthonormal), ?_,
      fun a => (w a.1 a.2).2⟩
    rw [← hsup]
    refine iSup_le fun i x hx => ?_
    have h := congrArg (E i).subtype ((w i).sum_repr ⟨x, hx⟩)
    rw [map_sum] at h
    change _ = x at h
    rw [← h]
    refine Submodule.sum_mem _ fun a _ => ?_
    rw [map_smul]
    exact Submodule.smul_mem _ _ (Submodule.subset_span ⟨⟨i, a⟩, rfl⟩)
  -- the collected basis can be numbered by the orbital index
  obtain ⟨e⟩ : Nonempty ((Σ i, Fin (Module.finrank ℂ (E i))) ≃ n) :=
    ⟨(Module.Basis.mk hon.linearIndependent hspan).indexEquiv
      (EuclideanSpace.basisFun n ℂ).toBasis⟩
  have hspan' : ⊤ ≤ Submodule.span ℂ (Set.range (b0 ∘ e.symm)) := by
    rw [e.symm.surjective.range_comp]
    exact hspan
  refine ⟨OrthonormalBasis.mk (hon.comp e.symm e.symm.injective) hspan',
    fun j => ⟨(e.symm j).1, ?_⟩⟩
  rw [OrthonormalBasis.coe_mk]
  exact hmem (e.symm j)

end

end ExistsAdaptedBasis
```

The error:

```
Main.lean:23:6: error: (deterministic) timeout at `whnf`, maximum number of heartbeats (200000) has been reached

Note: Use `set_option maxHeartbeats <num>` to set the limit.

Hint: Additional diagnostic information may be available using the `set_option diagnostics true` command.
Main.lean:19:9: error: (deterministic) timeout at `whnf`, maximum number of heartbeats (200000) has been reached

Note: Use `set_option maxHeartbeats <num>` to set the limit.

Hint: Additional diagnostic information may be available using the `set_option diagnostics true` command.
```

What went wrong. Both messages say that Lean reached its heartbeat limit while reducing terms with `whnf`. The first points to `hO.orthonormal_sigma_orthonormal`, used to show that the collected family is orthonormal. That lemma writes the vectors as images under the inclusion maps `(E i).subtypeₗᵢ`, while the goal writes them as coercions from `E i`. The two agree by definition, but Lean ran out of heartbeats while checking this term; the message does not say which reduction was costly. The second message marks the pattern of the enclosing `obtain`, which the repair leaves unchanged.

The repair drops the lemma and proves the two parts of `Orthonormal` separately. `hnorm` gives each vector norm one. `hpair` gives distinct vectors inner product zero: within one subspace by the orthonormality of its basis, and between different subspaces by `hO`. The inclusion maps now have to be matched with coercions only in a single inner product, not across the whole family, and the proof compiles within the limit.

The change, after which it compiles:

```diff
@@ -17,9 +17,21 @@
   have w : ∀ i, OrthonormalBasis (Fin (Module.finrank ℂ (E i))) ℂ (E i) :=
     fun i => stdOrthonormalBasis ℂ (E i)
+  -- vectors in one subspace are orthonormal, vectors in different subspaces are orthogonal
+  have hnorm : ∀ i a, ‖((w i a : E i) : EuclideanSpace ℂ n)‖ = 1 :=
+    fun i a => (w i).orthonormal.1 a
+  have hpair : ∀ a b : (Σ i, Fin (Module.finrank ℂ (E i))), a ≠ b →
+      inner ℂ ((w a.1 a.2 : E a.1) : EuclideanSpace ℂ n)
+        ((w b.1 b.2 : E b.1) : EuclideanSpace ℂ n) = 0 := by
+    rintro ⟨i, a⟩ ⟨j, b⟩ hne
+    by_cases hij : i = j
+    · subst hij
+      have hab : a ≠ b := fun h => hne (by rw [h])
+      exact (w i).orthonormal.2 hab
+    · exact hO hij (w i a) (w j b)
   obtain ⟨b0, hon, hspan, hmem⟩ :
       ∃ b0 : (Σ i, Fin (Module.finrank ℂ (E i))) → EuclideanSpace ℂ n,
         Orthonormal ℂ b0 ∧ ⊤ ≤ Submodule.span ℂ (Set.range b0) ∧ ∀ a, b0 a ∈ E a.1 := by
     refine ⟨fun a => ((w a.1 a.2 : E a.1) : EuclideanSpace ℂ n),
-      hO.orthonormal_sigma_orthonormal (fun i => (w i).orthonormal), ?_,
+      ⟨fun a => hnorm a.1 a.2, fun a b h => hpair a b h⟩, ?_,
       fun a => (w a.1 a.2).2⟩
     rw [← hsup]
```
